# Star weights recover the grid average of a symmetric function from one k-point per star

An irreducible set of k-points is described here by symmetry alone, not as the part of a grid inside a wedge of the Brillouin zone. It is a set $R$ that contains exactly one point from each family of symmetry-related points. The k-set $K$ is any nonempty finite set on which a group $G$ acts, so no lattice or zone geometry enters.

Write $N$ for the number of points in $K$, $S(k)=\{sk : s\in G\}$ for the star of $k$, and $w(k)=|S(k)|/N$ for its weight. If a point $q$ lies in the stars of both $r$ and $r'$ in $R$, then $sr=q=tr'$ for some $s,t\in G$. Hence $t^{-1}s\,r=r'$, and so $r=r'$. The stars of $R$ are therefore disjoint, and they cover $K$. For a function $g$ that is constant on stars,

$$\sum_{k\in K} g(k)=\sum_{r\in R}\sum_{q\in S(r)} g(q)=\sum_{r\in R}|S(r)|\,g(r).$$

Division by $N$ gives

$$\frac1N\sum_{k\in K} g(k)=\sum_{r\in R}w(r)\,g(r).$$

Taking $g=1$ gives $\sum_{r\in R} w(r)=1$. Each weight is positive because $r\in S(r)$.

For electronic structure, this means that when the operations in $G$ are symmetries of the Hamiltonian, a band-energy sum over a finite k-grid that they preserve can be computed from $R$ without further error. How close the grid average is to the zone integral is a separate matter.

## The symmetry operations map the grid to itself

`MulAction G K` says that every operation sends a k-point to a k-point of the same grid. In an application, points that differ by a reciprocal lattice vector count as one element of $K$. By hand, the inverse $t^{-1}$ was needed for disjoint stars; in the proofs this is the work of `mul_smul` and `inv_smul_smul`. If a shifted grid is not preserved by the full point group, $G$ can be taken as the group of those operations that do preserve it.

```lean
import Mathlib

open Finset

namespace IrreducibleKPoints

noncomputable section

variable (G : Type*) {K : Type*} [Group G] [MulAction G K]
```

## The sampled function is symmetric

`IsInvariant` states $g(sk)=g(k)$. A band energy at fixed band index, with bands ordered by energy, is an example when $G$ is a symmetry of the Hamiltonian. The derivation uses this to replace $g(q)$ by $g(r)$ within a star, which is `hconst` in the proof of the sum rule. Without it the rule can fail, as the four-point grid below shows.

```lean
/-- A function on the k-set is invariant if it takes equal values at symmetry-related points. -/
def IsInvariant (g : K → ℝ) : Prop := ∀ (s : G) (k : K), g (s • k) = g k
```

## Each star has exactly one representative

The two clauses of `IsIrreducibleSet` are covering and non-redundancy. Covering puts every k-point in some star (`hcover`); non-redundancy keeps the stars disjoint (`hdisj`). If only the first fails, some star is missing and the weights sum to less than one. If only the second fails, some star is counted more than once and the sum exceeds one.

```lean
/-- An irreducible set of k-points: its images under the group cover the k-set, and no two
distinct members are related by symmetry. -/
def IsIrreducibleSet (R : Finset K) : Prop :=
  (∀ k : K, ∃ r ∈ R, ∃ s : G, s • r = k) ∧
    ∀ r ∈ R, ∀ r' ∈ R, ∀ s : G, s • r = r' → r = r'
```

## The k-set is finite and nonempty

Finiteness lets stars be counted and $g$ be summed. The definitions `kStar`, `weight` and `gridAverage` are $S(k)$, $w(k)$ and the average over $K$.

```lean
variable [Fintype K]

open Classical in
/-- The star of `k`: all k-points obtained from `k` by the symmetry operations. -/
def kStar (k : K) : Finset K := univ.filter (fun q => ∃ s : G, s • k = q)

/-- The weight of a k-point: the size of its star divided by the number of k-points. -/
def weight (k : K) : ℝ := ((kStar G k).card : ℝ) / Fintype.card K

/-- The average of a function over all points of a nonempty k-set. -/
def gridAverage (g : K → ℝ) : ℝ := (∑ k, g k) / Fintype.card K
```

The next definition averages over operations instead of k-points, and is the first to need a finite group:

```lean
/-- The average of a function over the images of `k` under a finite symmetry group. -/
def symmetrize [Fintype G] (f : K → ℝ) (k : K) : ℝ :=
  (∑ s : G, f (s • k)) / Fintype.card G
```

Membership of a star is then unfolded into the existence of an operation. An irreducible set always exists: `ρ` sends each point to a chosen representative of its orbit, and $R$ is the image of `ρ`. If two representatives are related by symmetry, so are the points they came from, which therefore have the same representative.

```lean
/-- A point lies in the star of `k` exactly when a symmetry operation carries `k` to it. -/
theorem mem_kStar (k q : K) : q ∈ kStar G k ↔ ∃ s : G, s • k = q := by
  simp [kStar]

/-- Every finite k-set has an irreducible set of k-points. -/
theorem exists_irreducibleSet : ∃ R : Finset K, IsIrreducibleSet G R := by
  classical
  -- choose one representative in each orbit
  obtain ⟨ρ, h1, h2⟩ : ∃ ρ : K → K, (∀ k, ∃ s : G, s • k = ρ k) ∧
      ∀ a b, (∃ s : G, s • b = a) → ρ a = ρ b :=
    ⟨fun k => Quotient.out (Quotient.mk (MulAction.orbitRel G K) k),
      fun k => Quotient.exact (Quotient.out_eq (Quotient.mk (MulAction.orbitRel G K) k)),
      fun a b h => congrArg Quotient.out
        (Quotient.sound (s := MulAction.orbitRel G K) h)⟩
  refine ⟨univ.image ρ, fun k => ?_, fun r hr r' hr' s hs => ?_⟩
  · obtain ⟨s, hs⟩ := h1 k
    exact ⟨ρ k, mem_image_of_mem ρ (mem_univ k), s⁻¹, by rw [← hs, inv_smul_smul]⟩
  · obtain ⟨a, -, rfl⟩ := mem_image.1 hr
    obtain ⟨b, -, rfl⟩ := mem_image.1 hr'
    obtain ⟨t, ht⟩ := h1 a
    obtain ⟨u, hu⟩ := h1 b
    refine h2 a b ⟨t⁻¹ * s⁻¹ * u, ?_⟩
    rw [mul_smul, mul_smul, hu, ← hs, inv_smul_smul, ← ht, inv_smul_smul]
```

The sum rule follows the derivation line by line: cover, separate, then use constancy on each star. It holds even for an empty k-set.

```lean
/-- The sum of an invariant function over the k-set is the sum over an irreducible set,
each point counted as many times as its star has members. -/
theorem sum_eq_sum_stars {R : Finset K} (hR : IsIrreducibleSet G R)
    {g : K → ℝ} (hg : IsInvariant G g) :
    ∑ k, g k = ∑ r ∈ R, ((kStar G r).card : ℝ) * g r := by
  classical
  -- the stars of the irreducible points cover the k-set
  have hcover : (univ : Finset K) = R.biUnion (kStar G) := by
    ext k
    obtain ⟨r, hr, hs⟩ := hR.1 k
    simp only [mem_univ, mem_biUnion, true_iff]
    exact ⟨r, hr, (mem_kStar G r k).2 hs⟩
  -- and they do not overlap
  have hdisj : ∀ r ∈ R, ∀ r' ∈ R, r ≠ r' → Disjoint (kStar G r) (kStar G r') := by
    intro r hr r' hr' hne
    rw [Finset.disjoint_left]
    intro q hq hq'
    obtain ⟨s, hs⟩ := (mem_kStar G r q).1 hq
    obtain ⟨t, ht⟩ := (mem_kStar G r' q).1 hq'
    exact hne (hR.2 r hr r' hr' (t⁻¹ * s) (by rw [mul_smul, hs, ← ht, inv_smul_smul]))
  rw [hcover, sum_biUnion (fun r hr r' hr' hne =>
    hdisj r (mem_coe.1 hr) r' (mem_coe.1 hr') hne)]
  refine sum_congr rfl fun r _ => ?_
  have hconst : ∀ q ∈ kStar G r, g q = g r := by
    intro q hq
    obtain ⟨s, rfl⟩ := (mem_kStar G r q).1 hq
    exact hg s r
  rw [sum_congr rfl hconst, sum_const, nsmul_eq_mul]
```

`irreducible_sampling` adds `[Nonempty K]`, which the division by $N$ calls for. Without it normalisation fails, since the sum over an empty $R$ is zero. The proof divides the sum rule by $N$ (`havg`), obtains positivity from the identity operation, and gets normalisation from the constant function.

```lean
/-- On a nonempty k-set the weights of an irreducible set are positive and sum to one, and the
weighted sum reproduces the average of every invariant function. -/
theorem irreducible_sampling [Nonempty K] {R : Finset K} (hR : IsIrreducibleSet G R) :
    (∀ r ∈ R, 0 < weight G r) ∧ ∑ r ∈ R, weight G r = 1 ∧
      ∀ g : K → ℝ, IsInvariant G g → gridAverage g = ∑ r ∈ R, weight G r * g r := by
  have havg : ∀ g : K → ℝ, IsInvariant G g →
      gridAverage g = ∑ r ∈ R, weight G r * g r := by
    intro g hg
    unfold gridAverage weight
    rw [sum_eq_sum_stars G hR hg, sum_div]
    exact sum_congr rfl fun r _ => by ring
  refine ⟨fun r _ => ?_, ?_, havg⟩
  · have h : 0 < (kStar G r).card := card_pos.2 ⟨r, (mem_kStar G r r).2 ⟨1, one_smul G r⟩⟩
    have hK : 0 < Fintype.card K := Fintype.card_pos
    exact div_pos (Nat.cast_pos.2 h) (Nat.cast_pos.2 hK)
  · -- normalisation is the rule applied to the constant function
    have h := havg (fun _ => 1) (fun _ _ => rfl)
    have h1 : gridAverage (fun _ : K => (1 : ℝ)) = 1 := by simp [gridAverage]
    rw [h1] at h
    simpa using h.symm
```

## The weights must serve every symmetric function

Suppose that weights $v(r)$ reproduce the average of all invariant functions. Test them on the function equal to one on $S(r)$ and zero elsewhere. Its average is $w(r)$, while the weighted sum keeps only $v(r)$, so $v(r)=w(r)$. In the proof, `hg` checks that this function is invariant and `hpick` evaluates the sum. When $R$ has more than one point, exactness for a single function is not enough: the constant function, for example, fixes only the total weight.

```lean
/-- Any weights on an irreducible set that reproduce the average of every invariant function
coincide with the star weights. -/
theorem weight_unique {R : Finset K} (hR : IsIrreducibleSet G R) (v : K → ℝ)
    (hv : ∀ g : K → ℝ, IsInvariant G g → gridAverage g = ∑ r ∈ R, v r * g r) :
    ∀ r ∈ R, v r = weight G r := by
  classical
  intro r hr
  have : Nonempty K := ⟨r⟩
  -- test with the indicator function of the star of `r`
  let g : K → ℝ := fun k => if k ∈ kStar G r then 1 else 0
  have hg : IsInvariant G g := by
    intro s k
    have h : s • k ∈ kStar G r ↔ k ∈ kStar G r := by
      rw [mem_kStar, mem_kStar]
      constructor
      · rintro ⟨t, ht⟩
        exact ⟨s⁻¹ * t, by rw [mul_smul, ht, inv_smul_smul]⟩
      · rintro ⟨t, ht⟩
        exact ⟨s * t, by rw [mul_smul, ht]⟩
    simp only [g, h]
  have hpick : ∀ u : K → ℝ, ∑ q ∈ R, u q * g q = u r := by
    intro u
    rw [sum_eq_single_of_mem r hr]
    · have h : r ∈ kStar G r := (mem_kStar G r r).2 ⟨1, one_smul G r⟩
      simp only [g, if_pos h, mul_one]
    · intro q hq hne
      have h : q ∉ kStar G r := by
        intro hmem
        obtain ⟨s, hs⟩ := (mem_kStar G r q).1 hmem
        exact hne (hR.2 r hr q hq s hs).symm
      simp only [g, if_neg h, mul_zero]
  rw [← hpick v, ← hv g hg, (irreducible_sampling G hR).2.2 g hg, hpick]
```

## A finite group, where its order enters

The rule itself allows an infinite $G$ acting on a finite grid. Finiteness is needed for the little group $G_k=\{s\in G : sk=k\}$ to give the weight through orders. Operations that carry $k$ to the same image differ by an element of $G_k$, so $|S(k)|=|G|/|G_k|$ and

$$w(k)=\frac{|G|}{|G_k|\,N}.$$

The proof identifies the star with Mathlib's orbit and uses the index of the stabiliser.

```lean
/-- For a finite group, the weight of `k` is the order of the group divided by the product of the
order of the little group of `k` and the number of k-points. -/
theorem weight_eq_littleGroup [Finite G] (k : K) :
    weight G k = (Nat.card G : ℝ) /
      ((Nat.card (MulAction.stabilizer G k) : ℝ) * Fintype.card K) := by
  have horb : MulAction.orbit G k = (kStar G k : Set K) := by
    ext q
    rw [mem_coe, mem_kStar]
    exact Iff.rfl
  have h1 : (kStar G k).card = (MulAction.stabilizer G k).index := by
    rw [MulAction.index_stabilizer, horb]
    simp
  have h2 := Subgroup.card_mul_index (MulAction.stabilizer G k)
  have h3 : (Nat.card (MulAction.stabilizer G k) : ℝ) ≠ 0 :=
    Nat.cast_ne_zero.2 Nat.card_pos.ne'
  rw [weight, h1, ← h2, Nat.cast_mul, mul_div_mul_left _ _ h3]
```

Finiteness also gives meaning to $\bar f(k)=|G|^{-1}\sum_{s\in G} f(sk)$ for a function $f$ without symmetry. Replacing $k$ by $tk$ only reorders the sum, so $\bar f$ is invariant (`hinv`). Each $s$ permutes the k-points, so $f$ and $\bar f$ have the same total (`hsum`). The rule for $\bar f$ thus gives the average of $f$. This needs $f$ at all images of $R$, so it saves evaluations only if a transformation law supplies those values.

```lean
/-- For an arbitrary function, the average over the k-set is the weighted sum over an irreducible
set of the function averaged over the symmetry operations. -/
theorem average_eq_symmetrized [Fintype G] [Nonempty K] {R : Finset K}
    (hR : IsIrreducibleSet G R) (f : K → ℝ) :
    gridAverage f = ∑ r ∈ R, weight G r * symmetrize G f r := by
  have hinv : IsInvariant G (symmetrize G f) := by
    intro t k
    unfold symmetrize
    congr 1
    exact Fintype.sum_equiv (Equiv.mulRight t) _ _ fun s => by
      simp [mul_smul]
  -- each operation only permutes the k-points
  have hsum : ∑ k, symmetrize G f k = ∑ k, f k := by
    have hperm : ∀ s : G, ∑ k, f (s • k) = ∑ k, f k := fun s =>
      Equiv.sum_comp (MulAction.toPerm s) f
    have hG : (Fintype.card G : ℝ) ≠ 0 := Nat.cast_ne_zero.2 Fintype.card_ne_zero
    unfold symmetrize
    rw [← sum_div, sum_comm, sum_congr rfl (fun s _ => hperm s), sum_const, card_univ,
      nsmul_eq_mul, mul_div_cancel_left₀ _ hG]
  rw [← (irreducible_sampling G hR).2.2 _ hinv, gridAverage, gridAverage, hsum]
```

## Four points under inversion

Label the periodic grid $0,1,2,3$, with inversion $k\mapsto -k$ modulo 4. In Lean the group is `ℤˣ`, the signs $\pm1$, and `decide` checks all cases.

```lean
/-- On the periodic four-point grid with the group of signs acting by inversion, the points
0, 1 and 2 form an irreducible set. -/
theorem irreducibleSet_witness :
    IsIrreducibleSet ℤˣ ({0, 1, 2} : Finset (ZMod 4)) := by
  unfold IsIrreducibleSet
  decide

end

end IrreducibleKPoints
```

The stars are $\{0\}$, $\{1,3\}$ and $\{2\}$, with weights $\tfrac14,\tfrac12,\tfrac14$. Let $g$ take the values $0,3,4,3$. The full average is $10/4=2.5$, and the weighted sum is $0+\tfrac32+1=2.5$. An unweighted mean over $R$ would give $7/3$.

Now let $f$ be one at point 3 and zero elsewhere. Its average is $\tfrac14$, but the weighted sum of $f$ over $R$ is zero. Symmetrising gives $\bar f(1)=\tfrac12$ and $\bar f(0)=\bar f(2)=0$, and the weighted sum becomes $\tfrac12\cdot\tfrac12=\tfrac14$.

```lean
#print axioms IrreducibleKPoints.exists_irreducibleSet
#print axioms IrreducibleKPoints.weight_unique
#print axioms IrreducibleKPoints.weight_eq_littleGroup
#print axioms IrreducibleKPoints.average_eq_symmetrized
```

```
'IrreducibleKPoints.exists_irreducibleSet' depends on axioms: [propext, Classical.choice, Quot.sound]
'IrreducibleKPoints.weight_unique' depends on axioms: [propext, Classical.choice, Quot.sound]
'IrreducibleKPoints.weight_eq_littleGroup' depends on axioms: [propext, Classical.choice, Quot.sound]
'IrreducibleKPoints.average_eq_symmetrized' depends on axioms: [propext, Classical.choice, Quot.sound]
```
